# A Birman–Krein formula for finite matrices: the total scattering phase from a determinant over sites

An electron enters a small device through one of its open channels, scatters off an impurity and leaves, which raises the question of how much the impurity adds to the total phase shift over all channels. For non-interacting electrons on finitely many sites, with a Hermitian impurity potential and a propagator whose anti-Hermitian part comes entirely from the open channels, the Lean code below reads that added phase, modulo π, from one determinant over the sites, which must not vanish.

```lean
import Mathlib

open Matrix
open Complex (I)

namespace BirmanKreinMatrix

noncomputable section

variable {n m : Type*} [Fintype n] [DecidableEq n] [Fintype m] [DecidableEq m]

/-- The transition matrix `T = V (1 - G V)⁻¹` of a perturbation `V` with free propagator `G`,
for `1 - G V` invertible. -/
def tMatrix (G V : Matrix n n ℂ) : Matrix n n ℂ := V * (1 - G * V)⁻¹

/-- The scattering matrix `S = 1 - 2i W† T W` between the channels, which couple to the sites
through `W`. -/
def scatteringMatrix (W : Matrix n m ℂ) (T : Matrix n n ℂ) : Matrix m m ℂ :=
  1 - (2 * I) • (Wᴴ * T * W)

/-- If `1 - G V` is invertible, the transition matrix solves the Lippmann-Schwinger equation
`T = V + T G V`. -/
theorem lippmann_schwinger {G V : Matrix n n ℂ} (h : (1 - G * V).det ≠ 0) :
    tMatrix G V = V + tMatrix G V * G * V := by
  have h1 : tMatrix G V * (1 - G * V) = V := by
    rw [tMatrix, Matrix.mul_assoc, Matrix.nonsing_inv_mul _ (isUnit_iff_ne_zero.mpr h),
      Matrix.mul_one]
  linear_combination (norm := noncomm_ring) h1

/-- For Hermitian `V`, every solution of `T = V + T G V` obeys
`T - T† = T (G - G†) T†`. -/
theorem optical_identity {G V T : Matrix n n ℂ} (hV : V.IsHermitian)
    (hT : T = V + T * G * V) : T - Tᴴ = T * (G - Gᴴ) * Tᴴ := by
  -- the adjoint equation
  have hT' : Tᴴ = V + V * Gᴴ * Tᴴ := by
    have h := congrArg conjTranspose hT
    rw [conjTranspose_add, conjTranspose_mul, conjTranspose_mul, hV.eq,
      ← Matrix.mul_assoc] at h
    exact h
  linear_combination (norm := noncomm_ring) hT * (1 + Gᴴ * Tᴴ) - (1 + T * G) * hT'

/-- Let `V` be Hermitian and `G - G† = -2i W W†`. Then every solution of `T = V + T G V` gives a
unitary scattering matrix. -/
theorem scattering_unitary {G V T : Matrix n n ℂ} {W : Matrix n m ℂ} (hV : V.IsHermitian)
    (hG : G - Gᴴ = (-(2 * I)) • (W * Wᴴ)) (hT : T = V + T * G * V) :
    scatteringMatrix W T ∈ Matrix.unitaryGroup m ℂ := by
  have hc : star (2 * I) = -(2 * I) := by
    apply Complex.ext <;> simp
  have hS : star (scatteringMatrix W T) = 1 + (2 * I) • (Wᴴ * Tᴴ * W) := by
    rw [scatteringMatrix, star_eq_conjTranspose, conjTranspose_sub, conjTranspose_one,
      conjTranspose_smul, conjTranspose_mul, conjTranspose_mul, conjTranspose_conjTranspose,
      hc, neg_smul, sub_neg_eq_add, Matrix.mul_assoc]
  -- the optical identity seen from the channels
  have key : Wᴴ * T * W - Wᴴ * Tᴴ * W
      = (-(2 * I)) • ((Wᴴ * T * W) * (Wᴴ * Tᴴ * W)) := by
    calc Wᴴ * T * W - Wᴴ * Tᴴ * W = Wᴴ * (T - Tᴴ) * W := by
          rw [Matrix.mul_sub, Matrix.sub_mul]
      _ = _ := by
          rw [optical_identity hV hT, hG]
          simp only [Matrix.mul_smul, Matrix.smul_mul, Matrix.mul_assoc]
  have expand (X Y : Matrix m m ℂ) : (1 - (2 * I) • X) * (1 + (2 * I) • Y)
      = 1 - (2 * I) • (X - Y) - ((2 * I) * (2 * I)) • (X * Y) := by
    simp only [sub_mul, mul_add, one_mul, mul_one, Matrix.smul_mul, Matrix.mul_smul, smul_smul]
    module
  rw [Matrix.mem_unitaryGroup_iff, hS, scatteringMatrix, expand, key]
  module

/-- If `G - G† = -2i W W†`, `T = V + T G V` and `1 - G V` is invertible, then
`det S = det (1 - G† V) / det (1 - G V)`, whether or not `V` is Hermitian. -/
theorem scattering_det {G V T : Matrix n n ℂ} {W : Matrix n m ℂ}
    (hG : G - Gᴴ = (-(2 * I)) • (W * Wᴴ)) (hT : T = V + T * G * V)
    (h : (1 - G * V).det ≠ 0) :
    (scatteringMatrix W T).det = (1 - Gᴴ * V).det / (1 - G * V).det := by
  have hS : scatteringMatrix W T = 1 + (Wᴴ * T) * ((-(2 * I)) • W) := by
    rw [scatteringMatrix, Matrix.mul_smul, neg_smul, sub_eq_add_neg]
  have hB : 1 + ((-(2 * I)) • W) * (Wᴴ * T) = 1 + (G - Gᴴ) * T := by
    rw [hG, Matrix.smul_mul, Matrix.smul_mul, Matrix.mul_assoc]
  have key : (1 + (G - Gᴴ) * T) * (1 - G * V) = 1 - Gᴴ * V := by
    linear_combination (norm := noncomm_ring) (G - Gᴴ) * hT
  -- Sylvester's identity trades the channel determinant for a site determinant
  rw [eq_div_iff h, hS, Matrix.det_one_add_mul_comm, hB, ← Matrix.det_mul, key]

/-- Birman-Krein formula for matrices: if `V` is Hermitian, `G - G† = -2i W W†` and `1 - G V` is
invertible, then `S` is unitary and `det S = det (1 - G† V) / det (1 - G V)`. -/
theorem birman_krein {G V : Matrix n n ℂ} {W : Matrix n m ℂ} (hV : V.IsHermitian)
    (hG : G - Gᴴ = (-(2 * I)) • (W * Wᴴ)) (h : (1 - G * V).det ≠ 0) :
    scatteringMatrix W (tMatrix G V) ∈ Matrix.unitaryGroup m ℂ ∧
    (scatteringMatrix W (tMatrix G V)).det = (1 - Gᴴ * V).det / (1 - G * V).det :=
  ⟨scattering_unitary hV hG (lippmann_schwinger h),
    scattering_det hG (lippmann_schwinger h) h⟩

/-- Under the hypotheses of the Birman-Krein formula, the phase of `det S` is, modulo `2π`, minus
twice the argument of `det (1 - G V)`: `det S = exp (-2i arg det (1 - G V))`. -/
theorem total_scattering_phase {G V : Matrix n n ℂ} {W : Matrix n m ℂ} (hV : V.IsHermitian)
    (hG : G - Gᴴ = (-(2 * I)) • (W * Wᴴ)) (h : (1 - G * V).det ≠ 0) :
    (scatteringMatrix W (tMatrix G V)).det
      = Complex.exp (-2 * ((1 - G * V).det.arg : ℂ) * I) := by
  -- for Hermitian `V` the numerator is the conjugate of the denominator
  have hconj : (1 - Gᴴ * V).det = star (1 - G * V).det := by
    rw [← Matrix.det_conjTranspose, conjTranspose_sub, conjTranspose_one, conjTranspose_mul,
      hV.eq, Matrix.det_one_sub_mul_comm]
  have polar (z : ℂ) : star z = Complex.exp (-2 * (z.arg : ℂ) * I) * z := by
    have hz := Complex.norm_mul_exp_arg_mul_I z
    calc star z = star ((‖z‖ : ℂ) * Complex.exp (z.arg * I)) := by rw [hz]
      _ = (‖z‖ : ℂ) * Complex.exp (-(z.arg * I)) := by
          rw [Complex.star_def, map_mul, Complex.conj_ofReal, ← Complex.exp_conj, map_mul,
            Complex.conj_ofReal, Complex.conj_I, mul_neg]
      _ = Complex.exp (-2 * (z.arg : ℂ) * I) * ((‖z‖ : ℂ) * Complex.exp (z.arg * I)) := by
          rw [mul_left_comm, ← Complex.exp_add]
          congr 2
          ring
      _ = _ := by rw [hz]
  rw [(birman_krein hV hG h).2, hconj, div_eq_iff h]
  exact polar _

omit [DecidableEq m] in
/-- Let `H` be Hermitian, `E` real, and `G` the inverse of `E - H + i w w†`, where `w` couples the
sites to open channels. Then `G - G† = -2i W W†` with `W = G w`. -/
theorem open_system_discontinuity {G H : Matrix n n ℂ} {w : Matrix n m ℂ} {E : ℝ}
    (hH : H.IsHermitian) (hK : G * ((E : ℂ) • 1 - H + I • (w * wᴴ)) = 1) :
    G - Gᴴ = (-(2 * I)) • ((G * w) * (G * w)ᴴ) := by
  have hK' : ((E : ℂ) • 1 - H - I • (w * wᴴ)) * Gᴴ = 1 := by
    have h := congrArg conjTranspose hK
    simpa [conjTranspose_mul, conjTranspose_add, conjTranspose_sub, conjTranspose_smul,
      hH.eq, sub_eq_add_neg] using h
  calc G - Gᴴ = G * (((E : ℂ) • 1 - H - I • (w * wᴴ)) * Gᴴ)
        - (G * ((E : ℂ) • 1 - H + I • (w * wᴴ))) * Gᴴ := by
        rw [hK', hK, Matrix.mul_one, Matrix.one_mul]
    _ = _ := by
        simp only [Matrix.mul_add, Matrix.mul_sub, Matrix.add_mul, Matrix.sub_mul,
          Matrix.mul_smul, Matrix.smul_mul, Matrix.mul_assoc, conjTranspose_mul,
          Matrix.one_mul]
        module

/-- On two sites, the propagator `G = !![-i, 1; 1, 0]`, one channel with `W = !![1; 0]`, and on-site
perturbations 1 and 2 meet all hypotheses of the Birman-Krein formula. -/
theorem birman_krein_witness :
    (!![1, 0; 0, 2] : Matrix (Fin 2) (Fin 2) ℂ).IsHermitian ∧
    (!![-I, 1; 1, 0] : Matrix (Fin 2) (Fin 2) ℂ) - (!![-I, 1; 1, 0])ᴴ
      = (-(2 * I)) • ((!![1; 0] : Matrix (Fin 2) (Fin 1) ℂ) *
          (!![1; 0] : Matrix (Fin 2) (Fin 1) ℂ)ᴴ) ∧
    (1 - (!![-I, 1; 1, 0] : Matrix (Fin 2) (Fin 2) ℂ) * !![1, 0; 0, 2]).det ≠ 0 := by
  refine ⟨?_, ?_, ?_⟩
  · ext i j
    fin_cases i <;> fin_cases j <;> simp [conjTranspose_apply]
  · ext i j
    rw [Matrix.sub_apply, Matrix.smul_apply, Matrix.mul_apply]
    fin_cases i <;> fin_cases j <;> simp [conjTranspose_apply]
    ring
  · intro h
    -- the determinant is `-1 + i`, with imaginary part 1
    have him := congrArg Complex.im h
    simp [Matrix.det_fin_two] at him

end

end BirmanKreinMatrix
```

```lean
#print axioms BirmanKreinMatrix.total_scattering_phase
-- 'BirmanKreinMatrix.total_scattering_phase' depends on axioms: [propext, Classical.choice, Quot.sound]
#print axioms BirmanKreinMatrix.open_system_discontinuity
-- 'BirmanKreinMatrix.open_system_discontinuity' depends on axioms: [propext, Classical.choice, Quot.sound]
```

## Sites, channels and the propagator

The index type `n` labels sites and `m` labels channels. `G` is the propagator without the impurity at one energy, `V` the impurity potential, and `W` a rectangular matrix that couples channels to sites. The symbol `ᴴ` is the dagger. With $T=V(1-GV)^{-1}$ and $S=1-2i\,W^\dagger TW$, `birman_krein` states that $S$ is unitary and

$$\det S=\frac{\det(1-G^\dagger V)}{\det(1-GV)},$$

provided that $V=V^\dagger$, $G-G^\dagger=-2i\,WW^\dagger$ and $\det(1-GV)\neq0$. Textbook factors of $\pi$ and the density of states are absorbed in $W$.

The second condition says that the propagator loses amplitude only into the open channels. The third excludes a nonzero $\psi=GV\psi$, a wave that would persist with no incoming one.

`total_scattering_phase` adds $\det S=e^{-2i\arg\det(1-GV)}$. If the eigenvalues of $S$ are written $e^{2i\delta_j}$, the total phase shift $\sum_j\delta_j$ is therefore $-\arg\det(1-GV)$ modulo $\pi$. Here `arg` is the principal value, so following the phase through a range of energies requires a continuous branch. In operator theory the Birman–Krein formula expresses $\det S$ through the spectral shift function; here the determinants at a single energy take its place.

The condition on $G$ is derived for one standard model. Let $H$ be Hermitian, $E$ real, and $G$ the inverse of $K=E-H+i\,ww^\dagger$, where the lower-case $w$ couples sites to leads. Since $GK=1$ and $K^\dagger G^\dagger=1$,

$$G-G^\dagger=G(K^\dagger-K)G^\dagger=-2i\,(Gw)(Gw)^\dagger,$$

so $W=Gw$. This is `open_system_discontinuity`. What remains to be supplied is the identification of the columns of $W$ with flux-normalised waves of the device without the impurity; $S$ then describes scattering relative to that background.

## Unitarity from the Lippmann–Schwinger equation

By definition $T(1-GV)=V$, hence $T=V+TGV$ (`lippmann_schwinger`). About $T$, the lemmas `optical_identity`, `scattering_unitary` and `scattering_det` assume only this equation, not the explicit formula.

For Hermitian $V$ the adjoint equation is $T^\dagger=V+VG^\dagger T^\dagger$. Therefore

$$T(1+G^\dagger T^\dagger)=(1+TG)V(1+G^\dagger T^\dagger)=(1+TG)T^\dagger,$$

and rearranging gives $T-T^\dagger=T(G-G^\dagger)T^\dagger$ (`optical_identity`).

Put $A=W^\dagger TW$. Inserting the condition on $G$ gives $A-A^\dagger=-2i\,AA^\dagger$, which is `key` in `scattering_unitary`. Then

$$SS^\dagger=(1-2iA)(1+2iA^\dagger)=1-2i(A-A^\dagger)+4AA^\dagger=1.$$

## From channels to sites

Sylvester's identity $\det(1+XY)=\det(1+YX)$, in Mathlib `Matrix.det_one_add_mul_comm`, moves $W$ to the other side:

$$\det S=\det(1-2i\,WW^\dagger T)=\det\bigl(1+(G-G^\dagger)T\bigr).$$

Because $T(1-GV)=V$,

$$\bigl(1+(G-G^\dagger)T\bigr)(1-GV)=1-GV+(G-G^\dagger)V=1-G^\dagger V.$$

Taking determinants and dividing proves `scattering_det`, which does not need $V$ to be Hermitian.

If $V$ is Hermitian, $\overline{\det(1-GV)}=\det(1-VG^\dagger)=\det(1-G^\dagger V)$, again by Sylvester. The quotient is thus $\bar z/z$ with $z=\det(1-GV)$, and the polar form $z=|z|e^{i\arg z}$ turns it into $e^{-2i\arg z}$.

## Linear combinations of matrix equations

The tactic `linear_combination` proves an equation by exhibiting it as a combination of known ones. Its default normaliser assumes commuting factors; `(norm := noncomm_ring)` replaces it by one that keeps their order. In `optical_identity` the combination is `hT * (1 + Gᴴ * Tᴴ) - (1 + T * G) * hT'`: the first equation is multiplied from the right and its adjoint from the left, exactly as in the derivation above.

## An absorbing impurity, and a Hermitian one

Take one site and one channel with $G=-i$, $W=1$ and $V=-i/2$. Then $S=(1-iV)/(1+iV)=1/3$: the impurity absorbs, and unitarity fails although $V$ is normal. The determinant formula still holds.

The two-site example in `birman_krein_witness` meets all the hypotheses. There $\det(1-GV)=-1+i$, so its single-channel $S$ equals $i$.
